# The rise of the least DIIS residual when one stored vector is deleted

Let $e_i$ be finitely many stored residuals, at least two, in a real inner product space. Let $B_{ik}=\langle e_i,e_k\rangle$, and suppose that the DIIS matrix
$$M=\begin{pmatrix}B&\mathbf 1\\ \mathbf 1^T&0\end{pmatrix}$$
has inverse $N$. If $Bc=\lambda\mathbf 1$ and $\sum_i c_i=1$, then deleting vector $j$ leaves the least squared residual
$$\min_{\sum_i d_i=1,\ d_j=0}\Big\|\sum_i d_ie_i\Big\|^2=\lambda+\frac{c_j^2}{N_{jj}}.$$

In a self-consistent-field calculation this gives the cost of removing a vector from the DIIS history, measured by the least squared norm of the mixed residual. That the residual recomputed at the extrapolated iterate equals the mixed one is a further assumption; it is guaranteed when the residual map is affine.

## Residuals, matrix and trial coefficients

The finite type `ι` labels the stored vectors.

```lean
import Mathlib

open Matrix

namespace DIISDeletion

noncomputable section

variable {ι : Type*} [Fintype ι] {E : Type*} [NormedAddCommGroup E] [InnerProductSpace ℝ E]
```

Write $r(d)=\sum_i d_ie_i$ for the mixed residual, `mix e d`.

```lean
/-- The extrapolated residual: the stored residuals `e i` mixed with coefficients `d i`. -/
def mix (e : ι → E) (d : ι → ℝ) : E := ∑ i, d i • e i
```

The matrix $B$ is `residualGram e`.

```lean
/-- The Gram matrix of the stored residuals. -/
def residualGram {ι : Type*} (e : ι → E) : Matrix ι ι ℝ :=
  Matrix.of fun i k => inner ℝ (e i) (e k)
```

In $M$, `Sum.inl i` is the index of vector $i$ and `Sum.inr ()` is the border index, written $\beta$ below. The hypothesis `hN` says $MN=1$, which for square matrices makes $N$ the inverse. Invertibility excludes affinely dependent residuals.

```lean
/-- The DIIS matrix: the Gram matrix bordered by a row and a column of ones, with corner zero. -/
def diisMatrix {ι : Type*} (e : ι → E) : Matrix (ι ⊕ Unit) (ι ⊕ Unit) ℝ :=
  Matrix.fromBlocks (residualGram e) (Matrix.of fun _ _ => 1) (Matrix.of fun _ _ => 1) 0
```

The trial coefficients are $d^*_i=c_i-(c_j/N_{jj})N_{ij}$.

```lean
/-- The coefficients `c` updated for the deletion of vector `j`, by means of column `j` of the
inverse DIIS matrix `N`; the domain is `N_jj ≠ 0`. -/
def deletedCoeffs {ι : Type*} (N : Matrix (ι ⊕ Unit) (ι ⊕ Unit) ℝ) (c : ι → ℝ) (j : ι) : ι → ℝ :=
  fun i => c i - c j / N (Sum.inl j) (Sum.inl j) * N (Sum.inl i) (Sum.inl j)
```

## (a) Inner products of mixed residuals

Express the inner product of two mixed residuals through $B$:
$$\langle r(a),r(b)\rangle=\sum_i a_i(Bb)_i.$$

**Solution.** Expanding both sums gives $\sum_{i,k}a_ib_k\langle e_i,e_k\rangle=\sum_i a_i\sum_k B_{ik}b_k$. Lean expands the first argument, then the second, and compares terms.

```lean
/-- The inner product of two extrapolated residuals is the Gram form of their coefficients. -/
theorem inner_mix (e : ι → E) (a b : ι → ℝ) :
    inner ℝ (mix e a) (mix e b) = ∑ i, a i * (residualGram e *ᵥ b) i := by
  unfold mix
  rw [sum_inner]
  refine Finset.sum_congr rfl fun i _ => ?_
  rw [real_inner_smul_left, inner_sum]
  congr 1
  simp only [Matrix.mulVec, dotProduct]
  refine Finset.sum_congr rfl fun k _ => ?_
  simp only [real_inner_smul_right, residualGram, Matrix.of_apply]
  ring
```

## (b) Distance from the DIIS solution

For $Bc=\lambda\mathbf 1$ and $\sum_i c_i=\sum_i d_i=1$, show
$$\|r(d)\|^2=\lambda+\|r(d)-r(c)\|^2.$$

**Solution.** By (a), $\langle r(d),r(c)\rangle=\lambda\sum_i d_i=\lambda$ (`h1`), and likewise $\|r(c)\|^2=\lambda$ (`h2`). Hence $\|r(d)-r(c)\|^2=\|r(d)\|^2-2\lambda+\lambda$. So $\lambda$ is the least squared residual before deletion.

```lean
/-- If the coefficients `c` sum to one and solve the DIIS equations with multiplier `lam`, then
any other coefficients with sum one give the squared residual `lam` plus that of `d - c`. -/
theorem norm_sq_eq_add (e : ι → E) {c d : ι → ℝ} {lam : ℝ}
    (hc : residualGram e *ᵥ c = fun _ => lam) (hc1 : ∑ i, c i = 1) (hd : ∑ i, d i = 1) :
    ‖mix e d‖ ^ 2 = lam + ‖mix e d - mix e c‖ ^ 2 := by
  have h1 : inner ℝ (mix e d) (mix e c) = lam := by
    rw [inner_mix, hc, ← Finset.sum_mul, hd, one_mul]
  have h2 : ‖mix e c‖ ^ 2 = lam := by
    rw [← real_inner_self_eq_norm_sq, inner_mix, hc, ← Finset.sum_mul, hc1, one_mul]
  rw [norm_sub_sq_real, h1, h2]
  ring
```

## (c) The sum of a column

For a stored vector $j$, show
$$\sum_i N_{ij}=0.$$

**Solution.** This is the entry $(\beta,j)$ of $MN=1$.

```lean
variable [DecidableEq ι]

/-- In the column of the inverse DIIS matrix that belongs to a stored vector `j`, the entries in the
rows of the stored vectors, without the border entry, sum to zero. -/
theorem column_sum (e : ι → E) {N : Matrix (ι ⊕ Unit) (ι ⊕ Unit) ℝ}
    (hN : diisMatrix e * N = 1) (j : ι) : ∑ i, N (Sum.inl i) (Sum.inl j) = 0 := by
  have h := congrFun (congrFun hN (Sum.inr ())) (Sum.inl j)
  simpa [diisMatrix, Matrix.mul_apply, Matrix.one_apply] using h
```

## (d) What a column of the inverse measures

Let $v_i=N_{ij}$ and $\sum_i s_i=0$. Show
$$\langle r(s),r(v)\rangle=s_j.$$

**Solution.** The entry $(i,j)$ of $MN=1$ reads $(Bv)_i+N_{\beta j}=\delta_{ij}$, which is `h1`. By (a), the inner product is $\sum_i s_i(\delta_{ij}-N_{\beta j})=s_j-N_{\beta j}\sum_i s_i=s_j$.

```lean
/-- For a change `s` of the coefficients with sum zero, the inner product of its residual with
the residual mixed by column `j` of the inverse DIIS matrix is the component `s j`. -/
theorem inner_column (e : ι → E) {N : Matrix (ι ⊕ Unit) (ι ⊕ Unit) ℝ}
    (hN : diisMatrix e * N = 1) (j : ι) {s : ι → ℝ} (hs : ∑ i, s i = 0) :
    inner ℝ (mix e s) (mix e fun i => N (Sum.inl i) (Sum.inl j)) = s j := by
  have h1 : ∀ i, (residualGram e *ᵥ fun i => N (Sum.inl i) (Sum.inl j)) i
      = (if i = j then 1 else 0) - N (Sum.inr ()) (Sum.inl j) := by
    intro i
    have h := congrFun (congrFun hN (Sum.inl i)) (Sum.inl j)
    rw [eq_sub_iff_add_eq]
    simpa [diisMatrix, Matrix.mul_apply, Matrix.one_apply, Matrix.mulVec, dotProduct] using h
  rw [inner_mix]
  simp only [h1, mul_sub, Finset.sum_sub_distrib, ← Finset.sum_mul, hs]
  simp
```

## (e) The sign of the diagonal

With at least two stored vectors (`Nontrivial ι`), show
$$N_{jj}>0.$$

**Solution.** By (c), $s=v$ is allowed in (d), so $\|r(v)\|^2=N_{jj}$. If $r(v)=0$, then (d) gives $s_j=0$ for every $s$ of sum zero. Taking $s_j=1$, $s_k=-1$ for some $k\ne j$, and zero elsewhere, contradicts this.

```lean
/-- With at least two stored vectors and an invertible DIIS matrix, the diagonal element `N_jj`
of the inverse is positive. -/
theorem inverse_diag_pos [Nontrivial ι] (e : ι → E) {N : Matrix (ι ⊕ Unit) (ι ⊕ Unit) ℝ}
    (hN : diisMatrix e * N = 1) (j : ι) : 0 < N (Sum.inl j) (Sum.inl j) := by
  have hv := inner_column e hN j (column_sum e hN j)
  rw [← hv, real_inner_self_eq_norm_sq]
  refine pow_pos (norm_pos_iff.mpr fun h0 => ?_) 2
  -- shifting weight from another vector `k` to `j` would have to be invisible
  obtain ⟨k, hk⟩ := exists_ne j
  have h := inner_column e hN j (s := fun i => (if i = j then 1 else 0) - if i = k then 1 else 0)
    (by simp [Finset.sum_sub_distrib])
  rw [h0, inner_zero_right] at h
  simp [hk.symm] at h
```

## (f) The exact excess

Let $N_{jj}\neq0$, $\sum_i d_i=1$ and $d_j=0$, with $c$ as in (b). Show
$$\|r(d)\|^2=\lambda+\frac{c_j^2}{N_{jj}}+\|r(d-d^*)\|^2.$$

**Solution.** Put $u=r(d-c)$ and $\alpha=c_j/N_{jj}$, so $r(d-d^*)=u+\alpha r(v)$. By (d), $\langle u,r(v)\rangle=d_j-c_j=-c_j$, and $\|r(v)\|^2=N_{jj}$. Therefore
$$\|u+\alpha r(v)\|^2=\|u\|^2-2\alpha c_j+\alpha^2N_{jj}=\|u\|^2-\frac{c_j^2}{N_{jj}}.$$
Insert $\|u\|^2=\|r(d)\|^2-\lambda$ from (b). In Lean, `hsplit` is the decomposition and `field_simp` with `ring` finishes the algebra.

```lean
/-- For coefficients `d` with sum one and `d j = 0`, the squared residual exceeds
`lam + c_j ^ 2 / N_jj` by exactly the squared distance to the residual of the updated coefficients,
provided `N` is the inverse DIIS matrix, `c` solves the DIIS equations with multiplier `lam`, and
`N_jj ≠ 0`. -/
theorem deletion_identity (e : ι → E) {N : Matrix (ι ⊕ Unit) (ι ⊕ Unit) ℝ}
    (hN : diisMatrix e * N = 1) {c d : ι → ℝ} {lam : ℝ}
    (hc : residualGram e *ᵥ c = fun _ => lam) (hc1 : ∑ i, c i = 1) (j : ι)
    (hj : N (Sum.inl j) (Sum.inl j) ≠ 0) (hd : ∑ i, d i = 1) (hdj : d j = 0) :
    ‖mix e d‖ ^ 2 = lam + c j ^ 2 / N (Sum.inl j) (Sum.inl j)
      + ‖mix e (fun i => d i - deletedCoeffs N c j i)‖ ^ 2 := by
  have hsub : mix e (fun i => d i - c i) = mix e d - mix e c := by
    simp only [mix, sub_smul, Finset.sum_sub_distrib]
  have hsplit : mix e (fun i => d i - deletedCoeffs N c j i) = (mix e d - mix e c)
      + (c j / N (Sum.inl j) (Sum.inl j)) • mix e (fun i => N (Sum.inl i) (Sum.inl j)) := by
    simp only [mix, deletedCoeffs, Finset.smul_sum, ← Finset.sum_sub_distrib,
      ← Finset.sum_add_distrib]
    refine Finset.sum_congr rfl fun i _ => ?_
    module
  have h1 := inner_column e hN j (s := fun i => d i - c i)
    (by rw [Finset.sum_sub_distrib, hd, hc1, sub_self])
  rw [hsub, hdj] at h1
  have h2 := inner_column e hN j (column_sum e hN j)
  rw [real_inner_self_eq_norm_sq] at h2
  -- complete the square along column `j`
  rw [norm_sq_eq_add e hc hc1 hd, hsplit, norm_add_sq_real, real_inner_smul_right, h1,
    norm_smul, mul_pow, h2, Real.norm_eq_abs, sq_abs]
  field_simp
  ring
```

## (g) The constraints on the trial coefficients

For $N_{jj}\ne0$ and $\sum_i c_i=1$, show
$$\sum_i d^*_i=1,\qquad d^*_j=0.$$

**Solution.** By (c), the sum is $1-\alpha\cdot0$. The $j$th component is $c_j-\alpha N_{jj}=0$.

```lean
/-- The updated coefficients sum to one and give the deleted vector weight zero, if `N` is the
inverse DIIS matrix, `c` sums to one and `N_jj ≠ 0`. -/
theorem deletedCoeffs_feasible (e : ι → E) {N : Matrix (ι ⊕ Unit) (ι ⊕ Unit) ℝ}
    (hN : diisMatrix e * N = 1) {c : ι → ℝ} (hc1 : ∑ i, c i = 1) (j : ι)
    (hj : N (Sum.inl j) (Sum.inl j) ≠ 0) :
    ∑ i, deletedCoeffs N c j i = 1 ∧ deletedCoeffs N c j j = 0 := by
  constructor
  · simp only [deletedCoeffs, Finset.sum_sub_distrib, ← Finset.mul_sum, column_sum e hN j, hc1]
    ring
  · simp only [deletedCoeffs]
    rw [div_mul_cancel₀ _ hj, sub_self]
```

## (h) The minimum and its unique minimiser

Show that the minimum stated at the start is attained, and that
$$\|r(d)\|^2=\lambda+\frac{c_j^2}{N_{jj}}\ \Longrightarrow\ d=d^*$$
for every admissible $d$.

**Solution.** By (e), $N_{jj}\neq0$. The last term in (f) is nonnegative and vanishes at $d^*$, which is admissible by (g). `IsLeast` records both attainment and the lower bound. At equality, $r(d-d^*)=0$; applying (d) to each column $k$ gives $d_k-d^*_k=0$.

With a single stored vector the claim fails: $M$ is still invertible, but $d_1=1$ and $d_1=0$ conflict, so there is nothing to minimise over.

```lean
/-- Deleting a stored vector: with at least two vectors, an invertible DIIS matrix with inverse
`N`, and DIIS solution `c` with multiplier `lam`, the least squared residual without vector `j`
is `lam + c_j ^ 2 / N_jj`, and only the updated coefficients attain it. -/
theorem deletion_minimum [Nontrivial ι] (e : ι → E) {N : Matrix (ι ⊕ Unit) (ι ⊕ Unit) ℝ}
    (hN : diisMatrix e * N = 1) {c : ι → ℝ} {lam : ℝ}
    (hc : residualGram e *ᵥ c = fun _ => lam) (hc1 : ∑ i, c i = 1) (j : ι) :
    IsLeast {r | ∃ d : ι → ℝ, ∑ i, d i = 1 ∧ d j = 0 ∧ ‖mix e d‖ ^ 2 = r}
      (lam + c j ^ 2 / N (Sum.inl j) (Sum.inl j)) ∧
    ∀ d : ι → ℝ, ∑ i, d i = 1 → d j = 0 →
      ‖mix e d‖ ^ 2 = lam + c j ^ 2 / N (Sum.inl j) (Sum.inl j) → d = deletedCoeffs N c j := by
  have hj := (inverse_diag_pos e hN j).ne'
  obtain ⟨f1, f2⟩ := deletedCoeffs_feasible e hN hc1 j hj
  refine ⟨⟨⟨deletedCoeffs N c j, f1, f2, ?_⟩, ?_⟩, ?_⟩
  · rw [deletion_identity e hN hc hc1 j hj f1 f2]
    simp [mix]
  · rintro r ⟨d, hd, hdj, rfl⟩
    rw [deletion_identity e hN hc hc1 j hj hd hdj]
    exact le_add_of_nonneg_right (sq_nonneg _)
  · intro d hd hdj hmin
    rw [deletion_identity e hN hc hc1 j hj hd hdj] at hmin
    have h0 : mix e (fun i => d i - deletedCoeffs N c j i) = 0 :=
      norm_eq_zero.mp (pow_eq_zero_iff two_ne_zero |>.mp (by linarith))
    -- a change with zero sum and zero residual vanishes in every component
    funext k
    have h := inner_column e hN k (s := fun i => d i - deletedCoeffs N c j i)
      (by rw [Finset.sum_sub_distrib, hd, f1, sub_self])
    rw [h0, inner_zero_left] at h
    linarith
```

## (i) Reading the minimum from the inverse

Eliminate $c$ and $\lambda$:
$$\min_{\sum_i d_i=1,\ d_j=0}\|r(d)\|^2=-N_{\beta\beta}+\frac{N_{j\beta}^2}{N_{jj}}.$$

**Solution.** Column $\beta$ of $MN=1$ gives $\sum_kB_{ik}N_{k\beta}=-N_{\beta\beta}$ and $\sum_kN_{k\beta}=1$. Thus $c_i=N_{i\beta}$ and $\lambda=-N_{\beta\beta}$ satisfy the hypotheses of (h). A border of $-1$ in place of $+1$ would change the sign of $N_{j\beta}$ but not $N_{\beta\beta}$ or $N_{jj}$, so the formula would be the same.

```lean
/-- With at least two stored vectors, the least squared residual after deletion of vector `j` is
read off from the inverse DIIS matrix alone: its corner, border and diagonal elements. -/
theorem deletion_minimum_from_inverse [Nontrivial ι] (e : ι → E)
    {N : Matrix (ι ⊕ Unit) (ι ⊕ Unit) ℝ} (hN : diisMatrix e * N = 1) (j : ι) :
    IsLeast {r | ∃ d : ι → ℝ, ∑ i, d i = 1 ∧ d j = 0 ∧ ‖mix e d‖ ^ 2 = r}
      (-N (Sum.inr ()) (Sum.inr ())
        + N (Sum.inl j) (Sum.inr ()) ^ 2 / N (Sum.inl j) (Sum.inl j)) := by
  -- the border column of the inverse solves the DIIS equations
  refine (deletion_minimum e hN (c := fun i => N (Sum.inl i) (Sum.inr ())) ?_ ?_ j).1
  · funext i
    have h := congrFun (congrFun hN (Sum.inl i)) (Sum.inr ())
    rw [eq_neg_iff_add_eq_zero]
    simpa [diisMatrix, Matrix.mul_apply, Matrix.one_apply, Matrix.mulVec, dotProduct] using h
  · have h := congrFun (congrFun hN (Sum.inr ())) (Sum.inr ())
    simpa [diisMatrix, Matrix.mul_apply, Matrix.one_apply] using h
```

## (j) Two orthonormal residuals

For the residuals $1$ and $\mathrm i$ (the imaginary unit) in the complex plane, with the real inner product $\operatorname{Re}(\bar z w)$, verify
$$N=\frac12\begin{pmatrix}1&-1&1\\-1&1&1\\1&1&-1\end{pmatrix},\qquad c=\begin{pmatrix}1/2\\1/2\end{pmatrix},\qquad\lambda=\frac12.$$

**Solution.** Here $B=1$, so $Bc=c=\tfrac12\mathbf 1$, and the coefficients sum to one. Multiplying $M$ by $N$ gives the identity; Lean does this block by block.

The formula gives $\tfrac12+\tfrac{1/4}{1/2}=1$, the squared norm of the remaining residual. Using $(B^{-1})_{jj}=1$ in place of $N_{jj}$ would give $\tfrac34$.

```lean
/-- The two residuals `1` and `i` in the complex plane have an invertible DIIS matrix, with the
inverse shown, and equal coefficients `1/2` solve their DIIS equations with multiplier `1/2`. -/
theorem deletion_witness :
    diisMatrix ![(1 : ℂ), Complex.I] *
      Matrix.fromBlocks !![1/2, -1/2; -1/2, 1/2] (Matrix.of fun _ _ => 1/2)
        (Matrix.of fun _ _ => 1/2) (Matrix.of fun _ _ => -1/2) = 1 ∧
    residualGram ![(1 : ℂ), Complex.I] *ᵥ (fun _ => 1/2) = (fun _ => 1/2) ∧
    ∑ _i : Fin 2, (1/2 : ℝ) = 1 := by
  have hB : residualGram ![(1 : ℂ), Complex.I] = 1 := by
    ext i k
    fin_cases i <;> fin_cases k <;> simp [residualGram, Complex.inner]
  refine ⟨?_, by rw [hB, Matrix.one_mulVec], by norm_num⟩
  rw [diisMatrix, hB, Matrix.fromBlocks_multiply, ← Matrix.fromBlocks_one]
  refine Matrix.fromBlocks_inj.mpr ⟨?_, ?_, ?_, ?_⟩ <;> ext i k <;> fin_cases i <;>
    fin_cases k <;> norm_num [Matrix.mul_apply, Fin.sum_univ_two]

end

end DIISDeletion
```

```lean
#print axioms DIISDeletion.deletion_minimum_from_inverse
```

```
'DIISDeletion.deletion_minimum_from_inverse' depends on axioms: [propext, Classical.choice, Quot.sound]
```
